# The bath partial trace of a double commutator of product operators in finite dimension

In the second-order master equation of a system weakly coupled to a bath, the coupling enters at two different times in the interaction picture, and the joint state is approximated by a product. To state the algebraic step as a theorem, one must decide how much of this structure to keep. Here time is dropped entirely: the couplings at the later and the earlier time are two unrelated product operators $A\otimes B$ and $A'\otimes B'$, and the state is a product $\rho\otimes s$ from the start. The matrices $A, A', \rho$ act on a finite-dimensional system, and $B, B', s$ on a finite-dimensional bath. The product form stands for the Born approximation, in which system-bath correlations in the state are neglected and the bath stays in a reference state $s$.

## The identity and its derivation

Let $m$ and $n$ be finite sets labelling the system and bath bases. With $i,j\in m$ and $k,l\in n$, the tensor product of a system matrix $X$ and a bath matrix $Y$, and the bath trace of a joint matrix $M$, are
$$(X\otimes Y)_{(i,k),(j,l)} = X_{ij}Y_{kl},\qquad (\mathrm{Tr}_B M)_{ij}=\sum_k M_{(i,k),(j,k)} .$$
With $[X,Y]=XY-YX$, $c=\mathrm{Tr}(BB's)$ and $c'=\mathrm{Tr}(B'Bs)$, the claim for all complex matrices is
$$\mathrm{Tr}_B\,[A\otimes B,[A'\otimes B',\rho\otimes s]] = c\,[A,A'\rho]-c'\,[A,\rho A'] .$$

First, $(\mathrm{Tr}_B(X\otimes Y))_{ij}=\sum_k X_{ij}Y_{kk}$, so $\mathrm{Tr}_B(X\otimes Y)=\mathrm{Tr}(Y)\,X$. Second, tensor products multiply factor by factor, so the inner commutator is $A'\rho\otimes B's-\rho A'\otimes sB'$, and the outer one gives
$$AA'\rho\otimes BB's-A\rho A'\otimes BsB'-A'\rho A\otimes B'sB+\rho A'A\otimes sB'B .$$
Third, cyclicity of the bath trace gives $\mathrm{Tr}(B'sB)=c$ and $\mathrm{Tr}(BsB')=\mathrm{Tr}(sB'B)=c'$. The traced expression is $c\,(AA'\rho-A'\rho A)-c'\,(A\rho A'-\rho A'A)$, which is the claim.

The third step is where a slip can occur. In $\mathrm{Tr}(BsB')$ the letter $B$ stands left of $B'$, yet the value is $c'$, because a cyclic shift preserves only the cyclic order of the three factors. Reading it as $c$ changes the result by $(c'-c)\,A\rho A'$, and replacing $c'$ by $c$ throughout changes it by $(c'-c)\,[A,\rho A']$. For $c\neq c'$ each is an error unless its system factor vanishes, as $[A,\rho A']$ does when $A$ commutes with $\rho A'$. Cyclic shifts are also unavailable for the system factors, which are not traced.

Several other forms follow. For couplings $H=\sum_a A_a\otimes B_a$ and $H'=\sum_b A'_b\otimes B'_b$, additivity of the commutator in each slot and linearity of $\mathrm{Tr}_B$ give
$$\mathrm{Tr}_B[H,[H',\rho\otimes s]]=\sum_{a,b}\Big(\mathrm{Tr}(B_aB'_bs)\,[A_a,A'_b\rho]-\mathrm{Tr}(B'_bB_as)\,[A_a,\rho A'_b]\Big).$$
For inner couplings $A'_k\otimes B'_k$ with complex weights $w_k$, where $k$ now labels the couplings, set $c_k=\mathrm{Tr}(BB'_ks)$, $c'_k=\mathrm{Tr}(B'_kBs)$, $\Lambda=\sum_k w_kc_kA'_k$ and $\Lambda'=\sum_k w_kc'_kA'_k$. Pulling the sum into the second slot of $[A,\cdot\,]$ gives
$$\sum_k w_k\,\mathrm{Tr}_B[A\otimes B,[A'_k\otimes B'_k,\rho\otimes s]]=[A,\Lambda\rho-\rho\Lambda'] .$$
With $\{X,Y\}=XY+YX$, substituting $A'\rho=\tfrac12(\{A',\rho\}+[A',\rho])$ and $\rho A'=\tfrac12(\{A',\rho\}-[A',\rho])$ turns the right side of the claim into
$$\frac{c+c'}{2}\,[A,[A',\rho]]+\frac{c-c'}{2}\,[A,\{A',\rho\}] .$$
For Hermitian $B,B',s$, the complex conjugate is $\bar c=\mathrm{Tr}\big((BB's)^\dagger\big)=\mathrm{Tr}(sB'B)=c'$. If $A,A',\rho$ are Hermitian too, then $(AA'\rho-A'\rho A)^\dagger=\rho A'A-A\rho A'=-[A,\rho A']$, so the result is $X+X^\dagger$ with $X=c\,[A,A'\rho]$.

For a finite bath and a factorised state, these identities are the step in a Redfield-type derivation at which the bath operators drop out and only their two-operator correlations remain. They do not amount to the Redfield equation: the perturbation expansion, the time integral with its prefactor, the Markov limit and the time evolution of the operators are all absent.

The same three steps applied to a single commutator give $\mathrm{Tr}(Bs)\,A\rho-\mathrm{Tr}(sB)\,\rho A=\mathrm{Tr}(Bs)\,[A,\rho]$ for the first-order term $\mathrm{Tr}_B[A\otimes B,\rho\otimes s]$, which would vanish for a bath operator of zero mean; this neighbouring identity is not among the Lean theorems below.

## Operators, partial trace and correlation in Lean

```lean
import Mathlib

open Matrix
open scoped Kronecker

namespace RedfieldDoubleCommutator

noncomputable section

variable {m n : Type*} [Fintype m] [Fintype n] [DecidableEq m] [DecidableEq n]
```

The types `m` and `n` are the finite index sets, so `Matrix m m ℂ` holds system operators, `Matrix n n ℂ` bath operators, and `Matrix (m × n) (m × n) ℂ` joint operators, with the system index first. The symbol `⊗ₖ` is the Kronecker product with the entries given above.

```lean
/-- The commutator `[X, Y] = X Y - Y X`. -/
def opComm {R : Type*} [Ring R] (X Y : R) : R := X * Y - Y * X

/-- The anticommutator `{X, Y} = X Y + Y X`. -/
def opAnticomm {R : Type*} [Ring R] (X Y : R) : R := X * Y + Y * X
```

Both brackets are defined in an arbitrary ring, so one definition serves system and joint matrices.

```lean
/-- The partial trace over the bath, `(Tr_B M)_{ij} = ∑_k M_{(i,k),(j,k)}`, as a linear map. -/
def ptraceB {m n : Type*} [Fintype n] :
    Matrix (m × n) (m × n) ℂ →ₗ[ℂ] Matrix m m ℂ where
  toFun M := Matrix.of fun i j => ∑ k, M (i, k) (j, k)
  map_add' M N := by
    ext i j
    simp [Finset.sum_add_distrib]
  map_smul' c M := by
    ext i j
    simp [Finset.mul_sum]
```

The partial trace `ptraceB` is packaged as a complex-linear map, which makes its passage through sums and differences available as `map_add`, `map_sub` and `map_sum`.

```lean
/-- The bath correlation `Tr(B B' s)` of two bath operators taken with the bath matrix `s`. -/
def corr {n : Type*} [Fintype n] (B B' s : Matrix n n ℂ) : ℂ := (B * B' * s).trace
```

The number `corr B B' s` is $c$ and `corr B' B s` is $c'$. Nothing requires `s` to be positive or of unit trace, and no product of mean values is subtracted. It is a physical correlation function only when `s` is a density matrix.

## The main identity

```lean
/-- The bath partial trace of a product operator: `Tr_B (X ⊗ Y) = Tr(Y) X`. -/
theorem ptraceB_kronecker {m n : Type*} [Fintype n] (X : Matrix m m ℂ) (Y : Matrix n n ℂ) :
    ptraceB (X ⊗ₖ Y) = Y.trace • X := by
  ext i j
  show ∑ k, X i j * Y k k = (∑ k, Y k k) * X i j
  rw [Finset.sum_mul]
  exact Finset.sum_congr rfl fun k _ => mul_comm _ _
```

This is the first step of the derivation. After `ext i j`, the `show` line displays the entry $\sum_k X_{ij}Y_{kk}$, and $X_{ij}$ is moved through the sum.

```lean
/-- `Tr_B [A ⊗ B, [A' ⊗ B', ρ ⊗ s]] = c [A, A' ρ] - c' [A, ρ A']` with the bath correlations
`c = Tr(B B' s)` and `c' = Tr(B' B s)`. -/
theorem ptraceB_double_comm (A A' ρ : Matrix m m ℂ) (B B' s : Matrix n n ℂ) :
    ptraceB (opComm (A ⊗ₖ B) (opComm (A' ⊗ₖ B') (ρ ⊗ₖ s)))
      = corr B B' s • opComm A (A' * ρ) - corr B' B s • opComm A (ρ * A') := by
  -- the double commutator is a sum of four product operators
  have h : opComm (A ⊗ₖ B) (opComm (A' ⊗ₖ B') (ρ ⊗ₖ s))
      = (A * A' * ρ) ⊗ₖ (B * B' * s) - (A * ρ * A') ⊗ₖ (B * s * B')
        - (A' * ρ * A) ⊗ₖ (B' * s * B) + (ρ * A' * A) ⊗ₖ (s * B' * B) := by
    simp only [opComm, Matrix.mul_kronecker_mul]
    noncomm_ring
  -- cyclicity leaves only two different bath traces
  have h1 : (B * B' * s).trace = corr B B' s := rfl
  have h2 : (B * s * B').trace = corr B' B s := Matrix.trace_mul_cycle B s B'
  have h3 : (B' * s * B).trace = corr B B' s := Matrix.trace_mul_cycle B' s B
  have h4 : (s * B' * B).trace = corr B' B s := (Matrix.trace_mul_cycle B' B s).symm
  rw [h, map_add, map_sub, map_sub]
  simp only [ptraceB_kronecker]
  rw [h1, h2, h3, h4]
  simp only [opComm, mul_assoc]
  module
```

The statement has no hypotheses on the six matrices. The equation `h` is the four-term expansion: `Matrix.mul_kronecker_mul` splits each term such as `(A * A' * ρ) ⊗ₖ (B * B' * s)` into a product of three Kronecker factors, after which `noncomm_ring` compares both sides as noncommutative polynomials. The equations `h1` to `h4` identify the four bath traces, `h1` by definition and the others by `Matrix.trace_mul_cycle`. Linearity and `ptraceB_kronecker` evaluate each term, and `module` collects the coefficients of the four system products.

## Sums of couplings and weighted sums

```lean
/-- The double commutator is additive in its two outer operators:
`[∑_a X_a, [∑_b Y_b, Z]] = ∑_a ∑_b [X_a, [Y_b, Z]]`. -/
theorem double_comm_sum {R ι κ : Type*} [Ring R] [Fintype ι] [Fintype κ]
    (X : ι → R) (Y : κ → R) (Z : R) :
    opComm (∑ a, X a) (opComm (∑ b, Y b) Z) = ∑ a, ∑ b, opComm (X a) (opComm (Y b) Z) := by
  have h1 : ∀ W : R, opComm (∑ a, X a) W = ∑ a, opComm (X a) W := fun W => by
    simp only [opComm, Finset.sum_mul, Finset.mul_sum, Finset.sum_sub_distrib]
  have h2 : opComm (∑ b, Y b) Z = ∑ b, opComm (Y b) Z := by
    simp only [opComm, Finset.sum_mul, Finset.mul_sum, Finset.sum_sub_distrib]
  have h3 : ∀ (V : R) (W : κ → R), opComm V (∑ b, W b) = ∑ b, opComm V (W b) := fun V W => by
    simp only [opComm, Finset.sum_mul, Finset.mul_sum, Finset.sum_sub_distrib]
  rw [h2, h1]
  exact Finset.sum_congr rfl fun a _ => h3 _ _
```

The equations `h1` and `h2` state additivity in the first slot, for the outer and inner commutator, and `h3` states it in the second slot.

```lean
/-- For couplings `H = ∑_a A_a ⊗ B_a` and `H' = ∑_b A'_b ⊗ B'_b`, `Tr_B [H, [H', ρ ⊗ s]]` is the
sum over `a, b` of `Tr(B_a B'_b s) [A_a, A'_b ρ] - Tr(B'_b B_a s) [A_a, ρ A'_b]`. -/
theorem ptraceB_double_comm_sum {ι κ : Type*} [Fintype ι] [Fintype κ]
    (A : ι → Matrix m m ℂ) (A' : κ → Matrix m m ℂ) (ρ : Matrix m m ℂ)
    (B : ι → Matrix n n ℂ) (B' : κ → Matrix n n ℂ) (s : Matrix n n ℂ) :
    ptraceB (opComm (∑ a, A a ⊗ₖ B a) (opComm (∑ b, A' b ⊗ₖ B' b) (ρ ⊗ₖ s)))
      = ∑ a, ∑ b, (corr (B a) (B' b) s • opComm (A a) (A' b * ρ)
          - corr (B' b) (B a) s • opComm (A a) (ρ * A' b)) := by
  rw [double_comm_sum]
  simp only [map_sum, ptraceB_double_comm]
```

The finite types `ι` and `κ` label the terms $a$ and $b$. The lemma above produces the double sum, and the main identity is applied to each term.

```lean
/-- A weighted finite sum over inner couplings `A'_k ⊗ B'_k` equals `[A, Λ ρ - ρ Λ']` with
`Λ = ∑_k w_k Tr(B B'_k s) A'_k` and `Λ' = ∑_k w_k Tr(B'_k B s) A'_k`. -/
theorem weighted_sum_double_comm {κ : Type*} [Fintype κ] (w : κ → ℂ)
    (A ρ : Matrix m m ℂ) (A' : κ → Matrix m m ℂ)
    (B s : Matrix n n ℂ) (B' : κ → Matrix n n ℂ) :
    ∑ k, w k • ptraceB (opComm (A ⊗ₖ B) (opComm (A' k ⊗ₖ B' k) (ρ ⊗ₖ s)))
      = opComm A ((∑ k, (w k * corr B (B' k) s) • A' k) * ρ
          - ρ * ∑ k, (w k * corr (B' k) B s) • A' k) := by
  simp only [ptraceB_double_comm]
  -- bring both sides to a single sum over `k` and compare term by term
  simp only [opComm, Finset.sum_mul, Finset.mul_sum, mul_sub, sub_mul,
    ← Finset.sum_sub_distrib]
  refine Finset.sum_congr rfl fun k _ => ?_
  simp only [smul_mul_assoc, mul_smul_comm, mul_assoc]
  module
```

If `w k` is read as a quadrature weight and `A' k ⊗ₖ B' k` as the coupling at the $k$-th earlier time, the left side is a discretised memory integral. The same `ρ` appears in every term, so the replacement of the earlier system state by the present one is part of the statement and is not derived. The proof distributes products over the sums, merges each side into one sum over `k`, and compares the terms with `module`.

## Symmetric and antisymmetric parts, Hermitian case

```lean
/-- The traced double commutator equals `(c + c')/2 [A, [A', ρ]] + (c - c')/2 [A, {A', ρ}]`,
with the symmetric and antisymmetric parts of the bath correlation as coefficients. -/
theorem ptraceB_double_comm_split (A A' ρ : Matrix m m ℂ) (B B' s : Matrix n n ℂ) :
    ptraceB (opComm (A ⊗ₖ B) (opComm (A' ⊗ₖ B') (ρ ⊗ₖ s)))
      = ((corr B B' s + corr B' B s) / 2) • opComm A (opComm A' ρ)
        + ((corr B B' s - corr B' B s) / 2) • opComm A (opAnticomm A' ρ) := by
  rw [ptraceB_double_comm]
  simp only [opComm, opAnticomm, mul_sub, sub_mul, mul_add, add_mul, mul_assoc]
  module
```

No Hermiticity is assumed. The proof expands all brackets into the four system products instead of substituting the half sums, and `module` matches the coefficients.

```lean
/-- For Hermitian `B`, `B'` and `s`, exchanging the two bath operators conjugates the
correlation: `Tr(B' B s) = conj Tr(B B' s)`. -/
theorem corr_swap {n : Type*} [Fintype n] {B B' s : Matrix n n ℂ}
    (hB : B.IsHermitian) (hB' : B'.IsHermitian) (hs : s.IsHermitian) :
    corr B' B s = star (corr B B' s) := by
  simp only [corr]
  rw [← Matrix.trace_conjTranspose, Matrix.conjTranspose_mul, Matrix.conjTranspose_mul,
    hB.eq, hB'.eq, hs.eq]
  exact Matrix.trace_mul_comm _ _
```

Here `star` is complex conjugation. The rewrites write $\bar c$ as the trace of the adjoint, reverse the product, and remove the daggers using `hB`, `hB'` and `hs`; `Matrix.trace_mul_comm` performs the remaining shift. These hypotheses say that the bath coupling operators are observables and that $s$ is Hermitian, as a density matrix is. With $c'=\bar c$, the two coefficients of the split read $\mathrm{Re}\,c$ and $i\,\mathrm{Im}\,c$.

```lean
/-- When all six matrices are Hermitian, the traced double commutator is `c [A, A' ρ]` plus
its Hermitian conjugate, with `c = Tr(B B' s)`. -/
theorem ptraceB_double_comm_hermitian {A A' ρ : Matrix m m ℂ} {B B' s : Matrix n n ℂ}
    (hA : A.IsHermitian) (hA' : A'.IsHermitian) (hρ : ρ.IsHermitian)
    (hB : B.IsHermitian) (hB' : B'.IsHermitian) (hs : s.IsHermitian) :
    ptraceB (opComm (A ⊗ₖ B) (opComm (A' ⊗ₖ B') (ρ ⊗ₖ s)))
      = corr B B' s • opComm A (A' * ρ) + (corr B B' s • opComm A (A' * ρ))ᴴ := by
  rw [ptraceB_double_comm, corr_swap hB hB' hs]
  -- the adjoint of `[A, A' ρ]` is `-[A, ρ A']`
  simp only [opComm, Matrix.conjTranspose_smul, Matrix.conjTranspose_sub,
    Matrix.conjTranspose_mul, hA.eq, hA'.eq, hρ.eq, mul_assoc]
  module
```

The symbol `ᴴ` is the Hermitian conjugate. After $c'$ is replaced by $\bar c$, the `simp only` call computes the adjoint of $c\,[A,A'\rho]$ as in the derivation. The theorem concerns a single product coupling in each slot and says nothing about positivity of any resulting evolution.

## A two-level bath with unequal orderings

Take the Pauli matrices $B=\sigma_x$, $B'=\sigma_y$ and the normalised pure state $s=\mathrm{diag}(1,0)$. Since $\sigma_x\sigma_y=i\sigma_z$ and $\sigma_y\sigma_x=-i\sigma_z$, with $\mathrm{Tr}(\sigma_z s)=1$, the correlations are $c=i$ and $c'=-i$. In the split form only the anticommutator term then has a nonzero coefficient. The proof multiplies the explicit $2\times2$ matrices twice and sums the diagonal.

```lean
/-- The two orderings of the correlation can differ: for `B = σx`, `B' = σy` and
`s = diag(1, 0)`, `Tr(B B' s) = i` and `Tr(B' B s) = -i`. -/
theorem corr_pauli :
    corr !![0, 1; 1, 0] !![0, -Complex.I; Complex.I, 0] !![1, 0; 0, 0] = Complex.I ∧
    corr !![0, -Complex.I; Complex.I, 0] !![0, 1; 1, 0] !![1, 0; 0, 0] = -Complex.I := by
  constructor
  · rw [corr, Matrix.mul_fin_two, Matrix.mul_fin_two, Matrix.trace_fin_two_of]
    simp
  · rw [corr, Matrix.mul_fin_two, Matrix.mul_fin_two, Matrix.trace_fin_two_of]
    simp

end

end RedfieldDoubleCommutator
```

```lean
#print axioms RedfieldDoubleCommutator.ptraceB_double_comm_sum
#print axioms RedfieldDoubleCommutator.ptraceB_double_comm_split
#print axioms RedfieldDoubleCommutator.ptraceB_double_comm_hermitian
#print axioms RedfieldDoubleCommutator.corr_pauli
```

```
'RedfieldDoubleCommutator.ptraceB_double_comm_sum' depends on axioms: [propext, Classical.choice, Quot.sound]
'RedfieldDoubleCommutator.ptraceB_double_comm_split' depends on axioms: [propext, Classical.choice, Quot.sound]
'RedfieldDoubleCommutator.ptraceB_double_comm_hermitian' depends on axioms: [propext, Classical.choice, Quot.sound]
'RedfieldDoubleCommutator.corr_pauli' depends on axioms: [propext, Classical.choice, Quot.sound]
```
